# Every positive, nonincreasing GMRES residual curve of length n occurs with every real characteristic polynomial of degree n

GMRES solves $Ax=b$ by picking, at step $k$, the vector in a Krylov space that makes the residual $b-Ax$ shortest, and the question is how far the eigenvalues of $A$ determine how fast these residuals shrink. A formal answer must first choose what "the residual at step $k$" is: the output of an algorithm, or the minimum of a set of numbers. Here it is the minimum, so no orthogonalisation procedure enters.

For real matrices with no further structure, the eigenvalues place no restriction on the first $n$ residual norms, beginning with $\|b\|$, as long as these are positive and nonincreasing.

## Krylov spaces and residuals

```lean
import Mathlib

open Matrix Polynomial

namespace GMRESAnyCurve

noncomputable section
```

A vector with $n$ real entries has type `Fin n → ℝ`: a function from the indices $0,\dots,n-1$ to the reals. Indices start at zero throughout. The symbol `*ᵥ` is the matrix-vector product and `⬝ᵥ` the dot product.

```lean
/-- The Krylov space `K_k(A, b)`: all linear combinations of `A^i b` with `i < k`. -/
def krylov {n : ℕ} (A : Matrix (Fin n) (Fin n) ℝ) (b : Fin n → ℝ) (k : ℕ) :
    Set (Fin n → ℝ) :=
  Set.range fun c : ℕ → ℝ => ∑ i ∈ Finset.range k, c i • ((A ^ i) *ᵥ b)
```

This is the set of all sums $\sum_{i<k} c_i A^i b$, that is, $K_k(A,b)=\mathrm{span}\{b,Ab,\dots,A^{k-1}b\}$. For $k=0$ it contains only the zero vector, which corresponds to starting GMRES from $x=0$.

```lean
/-- The Euclidean norm of the residual `b - A x`. -/
def residualNorm {n : ℕ} (A : Matrix (Fin n) (Fin n) ℝ) (b x : Fin n → ℝ) : ℝ :=
  √((b - A *ᵥ x) ⬝ᵥ (b - A *ᵥ x))
```

This is the Euclidean norm $\|b-Ax\|$, written as the square root of a dot product.

```lean
/-- The chain of vectors `b, e_0, e_1, ...`, where `e_j` is the coordinate vector number `j`
(zero if `j` exceeds the last index). -/
def chain {m : ℕ} (b : Fin (m + 1) → ℝ) : ℕ → Fin (m + 1) → ℝ
  | 0 => b
  | j + 1 => fun i => if (i : ℕ) = j then 1 else 0
```

From here on the dimension is $n=m+1$. Write $v_j$ for `chain b j`. Then $v_0=b$ and $v_{j+1}=e_j$, with $e_j$ the coordinate vector. The plan is to build a matrix whose Krylov vectors $A^jb$ are exactly $v_0,\dots,v_m$.

## Fixing the eigenvalues

```lean
/-- The coefficients of the characteristic polynomial give a linear relation between the
Krylov vectors `b, A b, ..., A^n b`. -/
theorem krylov_relation {n : ℕ} (A : Matrix (Fin n) (Fin n) ℝ) (b : Fin n → ℝ) :
    ∑ i ∈ Finset.range (n + 1), A.charpoly.coeff i • ((A ^ i) *ᵥ b) = 0 := by
  have hs : ∀ (c : ℝ) (M : Matrix (Fin n) (Fin n) ℝ), (c • M) *ᵥ b = c • (M *ᵥ b) := by
    intro c M
    ext i
    simp [Matrix.mulVec, dotProduct, Finset.mul_sum, mul_assoc]
  have key : ∀ s : Finset ℕ, (∑ i ∈ s, A.charpoly.coeff i • A ^ i) *ᵥ b
      = ∑ i ∈ s, A.charpoly.coeff i • ((A ^ i) *ᵥ b) := by
    intro s
    induction s using Finset.induction_on with
    | empty => simp
    | insert a s ha ih =>
      rw [Finset.sum_insert ha, Finset.sum_insert ha, Matrix.add_mulVec, ih, hs]
  -- Cayley-Hamilton, applied to b
  have h := Polynomial.aeval_eq_sum_range' (p := A.charpoly) (n := n + 1) (by
    rw [Matrix.charpoly_natDegree_eq_dim, Fintype.card_fin]
    exact n.lt_succ_self) A
  rw [Matrix.aeval_self_charpoly] at h
  rw [← key, ← h, Matrix.zero_mulVec]
```

Let $p(z)=\sum_{i=0}^n p_i z^i$ be the characteristic polynomial of $A$. Cayley-Hamilton says $p(A)=0$. Applying this matrix to $b$ gives
$$\sum_{i=0}^{n} p_i A^i b=0 .$$
In the proof, `key` moves the product with $b$ inside the sum, and `Matrix.aeval_self_charpoly` is Cayley-Hamilton.

```lean
/-- If the last entry of `b` is nonzero, the vectors `b, e_0, ..., e_(m-1)` are linearly
independent. -/
theorem chain_independent {m : ℕ} (b : Fin (m + 1) → ℝ) (hb : b (Fin.last m) ≠ 0)
    (c : ℕ → ℝ) (h : ∑ i ∈ Finset.range (m + 1), c i • chain b i = 0) :
    ∀ i ≤ m, c i = 0 := by
  have key : ∀ l : Fin (m + 1),
      (if (l : ℕ) < m then c (l + 1) else 0) + c 0 * b l = 0 := by
    intro l
    have := congrFun h l
    simpa [Finset.sum_range_succ', chain, Finset.sum_apply] using this
  -- the last component isolates the coefficient of b
  have h0 : c 0 = 0 := by
    have := key (Fin.last m)
    simpa [hb] using this
  intro i hi
  cases i with
  | zero => exact h0
  | succ i =>
    have := key ⟨i, by omega⟩
    simpa [h0, show i < m by omega] using this
```

Suppose $\sum_{i=0}^m c_i v_i=0$ and $b_m\neq0$. The last component reads $c_0b_m=0$, because $e_0,\dots,e_{m-1}$ all vanish there, so $c_0=0$. Component $i<m$ then reads $c_{i+1}=0$. In Lean, `key` lists the components and `h0` is the first conclusion.

```lean
/-- If the last entry of `b` is nonzero, some matrix sends the vectors `b, e_0, ..., e_(m-1)`
to any prescribed images. -/
theorem exists_matrix {m : ℕ} (b : Fin (m + 1) → ℝ) (hb : b (Fin.last m) ≠ 0)
    (t : ℕ → Fin (m + 1) → ℝ) :
    ∃ A : Matrix (Fin (m + 1)) (Fin (m + 1)) ℝ, ∀ j ≤ m, A *ᵥ chain b j = t j := by
  refine ⟨Matrix.of fun i j => if (j : ℕ) < m then t ((j : ℕ) + 1) i else
    (t 0 i - ∑ l : Fin m, t ((l : ℕ) + 1) i * b l.castSucc) / b (Fin.last m), ?_⟩
  intro j hj
  ext i
  cases j with
  | zero => simp [Matrix.mulVec, dotProduct, chain, Fin.sum_univ_castSucc, hb]
  | succ j =>
    have hj' : j < m := by omega
    simp only [Matrix.mulVec, dotProduct, Matrix.of_apply, chain]
    rw [Finset.sum_eq_single (⟨j, by omega⟩ : Fin (m + 1))]
    · simp [hj']
    · intro l _ hl
      have : (l : ℕ) ≠ j := fun h => hl (Fin.ext h)
      simp [this]
    · simp
```

Since $v_0,\dots,v_m$ form a basis, a matrix can send them to any targets $t_0,\dots,t_m$. The proof writes it down. For $j<m$, column $j$ is $t_{j+1}$, which gives $Ae_j=t_{j+1}$. The last column is
$$\frac{1}{b_m}\Big(t_0-\sum_{l<m} b_l\,t_{l+1}\Big),$$
and therefore $Ab=\sum_{l<m}b_l t_{l+1}+b_m\cdot(\text{last column})=t_0$. The two branches of `cases j` check these two claims.

```lean
/-- Let `A^j b`, `j ≤ m`, be the vectors `b, e_0, ..., e_(m-1)`, with the last entry of `b` nonzero.
If `χ` is monic of degree `m + 1` with coefficients `χ_i`, and `A^(m+1) b` is minus the sum of
`χ_i A^i b` over `i ≤ m`, then `χ` is the characteristic polynomial of `A`. -/
theorem charpoly_eq {m : ℕ} (A : Matrix (Fin (m + 1)) (Fin (m + 1)) ℝ)
    (b : Fin (m + 1) → ℝ) (hb : b (Fin.last m) ≠ 0)
    (hp : ∀ j ≤ m, (A ^ j) *ᵥ b = chain b j) (χ : ℝ[X]) (hχ : χ.Monic)
    (hd : χ.natDegree = m + 1)
    (hl : (A ^ (m + 1)) *ᵥ b = -∑ i ∈ Finset.range (m + 1), χ.coeff i • chain b i) :
    A.charpoly = χ := by
  have hc : A.charpoly.natDegree = m + 1 := by
    rw [Matrix.charpoly_natDegree_eq_dim, Fintype.card_fin]
  have l1 := A.charpoly_monic.coeff_natDegree
  rw [hc] at l1
  have l2 := hχ.coeff_natDegree
  rw [hd] at l2
  have h1 := krylov_relation A b
  rw [Finset.sum_range_succ, l1, one_smul, hl, ← sub_eq_add_neg,
    ← Finset.sum_sub_distrib] at h1
  -- the difference of the two polynomials gives a relation in the independent chain
  have h3 : ∑ i ∈ Finset.range (m + 1),
      (A.charpoly.coeff i - χ.coeff i) • chain b i = 0 := by
    refine (Finset.sum_congr rfl fun i hi => ?_).trans h1
    rw [hp i (Nat.lt_succ_iff.1 (Finset.mem_range.1 hi)), sub_smul]
  ext i
  rcases lt_trichotomy i (m + 1) with h | h | h
  · exact sub_eq_zero.1 (chain_independent b hb _ h3 i (by omega))
  · rw [h, l1, l2]
  · rw [coeff_eq_zero_of_natDegree_lt (by omega), coeff_eq_zero_of_natDegree_lt (by omega)]
```

Let $\chi(z)=z^{m+1}+\sum_{i\le m}\chi_i z^i$ be the desired polynomial. Assume $A^jb=v_j$ for $j\le m$ and $A^{m+1}b=-\sum_{i\le m}\chi_i v_i$. The characteristic polynomial $p$ is also monic of degree $m+1$, so the relation from Cayley-Hamilton becomes
$$0=\sum_{i\le m}p_i v_i+A^{m+1}b=\sum_{i\le m}(p_i-\chi_i)\,v_i .$$
By independence $p_i=\chi_i$ for all $i\le m$. The vanishing of the last sum is `h3`. The final case split compares coefficients below, at and above degree $m+1$.

## Fixing the residuals

```lean
/-- For a nonincreasing `f` with `f m > 0` there is a vector `b` with nonzero last entry whose
squared entries from index `k` on sum to `(f k)^2`, for every `k ≤ m`. -/
theorem exists_rhs (m : ℕ) (f : ℕ → ℝ) (hf : Antitone f) (hm : 0 < f m) :
    ∃ b : Fin (m + 1) → ℝ, b (Fin.last m) ≠ 0 ∧ ∀ k ≤ m,
      ∑ l : Fin (m + 1), (if (l : ℕ) < k then 0 else b l ^ 2) = f k ^ 2 := by
  refine ⟨fun l => if (l : ℕ) < m then √(f l ^ 2 - f ((l : ℕ) + 1) ^ 2) else f m,
    by simp [hm.ne'], fun k hk => ?_⟩
  have hs : ∀ l : Fin m, √(f l ^ 2 - f ((l : ℕ) + 1) ^ 2) ^ 2
      = f l ^ 2 - f ((l : ℕ) + 1) ^ 2 := fun l => Real.sq_sqrt (sub_nonneg.2
    (pow_le_pow_left₀ (hm.le.trans (hf (Nat.succ_le_of_lt l.is_lt))) (hf (Nat.le_succ _)) 2))
  -- the squares telescope
  have tel : ∀ N, k ≤ N → ∑ j ∈ Finset.range N,
      (if j < k then (0 : ℝ) else f j ^ 2 - f (j + 1) ^ 2) = f k ^ 2 - f N ^ 2 := by
    intro N h
    induction N, h using Nat.le_induction with
    | base =>
      rw [sub_self]
      exact Finset.sum_eq_zero fun j hj => if_pos (Finset.mem_range.1 hj)
    | succ N hN ih =>
      rw [Finset.sum_range_succ, ih, if_neg (not_lt_of_ge hN)]
      ring
  have h1 : ∑ l : Fin m, (if (l : ℕ) < k then (0 : ℝ) else f l ^ 2 - f ((l : ℕ) + 1) ^ 2)
      = f k ^ 2 - f m ^ 2 := (Fin.sum_univ_eq_sum_range (fun j : ℕ =>
    if j < k then (0 : ℝ) else f j ^ 2 - f (j + 1) ^ 2) m).trans (tel m hk)
  simp [Fin.sum_univ_castSucc, hs, h1, not_lt_of_ge hk]
```

Given the desired norms $f_0\ge\dots\ge f_m>0$, choose
$$b_l=\sqrt{f_l^2-f_{l+1}^2}\quad(l<m),\qquad b_m=f_m .$$
The roots are real because $f$ is positive and nonincreasing up to $m$. For $k\le m$ the squares telescope:
$$\sum_{l\ge k}b_l^2=\sum_{l=k}^{m-1}(f_l^2-f_{l+1}^2)+f_m^2=f_k^2 .$$
The step `tel` proves the telescoping by induction on the upper limit.

```lean
/-- If `A^(i+1) b = e_i` for all `i < k`, the least residual norm over `K_k(A, b)` is the norm
of the part of `b` from index `k` on. -/
theorem isLeast_tail {m : ℕ} (A : Matrix (Fin (m + 1)) (Fin (m + 1)) ℝ)
    (b : Fin (m + 1) → ℝ) (k : ℕ) (h : ∀ i < k, (A ^ (i + 1)) *ᵥ b = chain b (i + 1)) :
    IsLeast (residualNorm A b '' krylov A b k)
      (√(∑ l : Fin (m + 1), if (l : ℕ) < k then 0 else b l ^ 2)) := by
  -- A maps K_k onto combinations of the first k coordinate vectors
  have hx : ∀ (c : ℕ → ℝ) (l : Fin (m + 1)),
      (A *ᵥ (∑ i ∈ Finset.range k, c i • ((A ^ i) *ᵥ b))) l
        = if (l : ℕ) < k then c l else 0 := by
    intro c l
    have e : A *ᵥ (∑ i ∈ Finset.range k, c i • ((A ^ i) *ᵥ b))
        = ∑ i ∈ Finset.range k, c i • chain b (i + 1) := by
      refine (map_sum A.mulVecLin (fun i => c i • ((A ^ i) *ᵥ b)) _).trans
        (Finset.sum_congr rfl fun i hi => ?_)
      change A *ᵥ (c i • ((A ^ i) *ᵥ b)) = _
      rw [Matrix.mulVec_smul, Matrix.mulVec_mulVec, ← pow_succ', h i (Finset.mem_range.1 hi)]
    rw [e]
    simp [chain, Finset.sum_apply]
  have hr : ∀ c : ℕ → ℝ, residualNorm A b (∑ i ∈ Finset.range k, c i • ((A ^ i) *ᵥ b))
      = √(∑ l : Fin (m + 1), (b l - if (l : ℕ) < k then c l else 0) ^ 2) := by
    intro c
    unfold residualNorm dotProduct
    simp only [Pi.sub_apply, hx, sq]
  constructor
  · obtain ⟨c, hc⟩ : ∃ c : ℕ → ℝ, ∀ l : Fin (m + 1), c l = b l :=
      ⟨fun i => if h : i < m + 1 then b ⟨i, h⟩ else 0, fun l => dif_pos l.is_lt⟩
    refine ⟨_, ⟨c, rfl⟩, (hr c).trans (congrArg Real.sqrt
      (Finset.sum_congr rfl fun l _ => ?_))⟩
    rw [hc]
    split_ifs <;> ring
  · rintro _ ⟨_, ⟨c, rfl⟩, rfl⟩
    refine le_trans ?_ (hr c).ge
    refine Real.sqrt_le_sqrt (Finset.sum_le_sum fun l _ => ?_)
    split_ifs
    · positivity
    · simp
```

Take $x=\sum_{i<k}c_iA^ib$ in $K_k$. If $A^{i+1}b=e_i$ for $i<k$, then $Ax=\sum_{i<k}c_ie_i$, and
$$\|b-Ax\|^2=\sum_{l<k}(b_l-c_l)^2+\sum_{l\ge k}b_l^2 .$$
The second sum does not depend on $x$, and the first vanishes for $c_l=b_l$. The least residual is thus $b$ with its first $k$ entries set to zero. `IsLeast S a` means that $a$ belongs to the set $S$ and is at most as large as each of its elements, and the two bullets after `constructor` prove these two parts. The notation `residualNorm A b '' krylov A b k` is the set of residual norms attained on $K_k$.

## Both at once

```lean
/-- For every nonincreasing `f` with `f m > 0` and every real monic `χ` of degree `m + 1`, some
real matrix with characteristic polynomial `χ` and some `b` have least residual norm `f k` over
`K_k(A, b)` for every `k ≤ m`. -/
theorem any_convergence_curve (m : ℕ) (f : ℕ → ℝ) (hf : Antitone f) (hm : 0 < f m)
    (χ : ℝ[X]) (hχ : χ.Monic) (hd : χ.natDegree = m + 1) :
    ∃ (A : Matrix (Fin (m + 1)) (Fin (m + 1)) ℝ) (b : Fin (m + 1) → ℝ),
      A.charpoly = χ ∧ ∀ k ≤ m, IsLeast (residualNorm A b '' krylov A b k) (f k) := by
  obtain ⟨b, hb, htail⟩ := exists_rhs m f hf hm
  -- A shifts along the chain and closes it with the coefficients of χ
  obtain ⟨A, hA⟩ := exists_matrix b hb (fun j => if j < m then chain b (j + 1) else
    -∑ i ∈ Finset.range (m + 1), χ.coeff i • chain b i)
  have hp : ∀ j ≤ m, (A ^ j) *ᵥ b = chain b j := by
    intro j
    induction j with
    | zero => intro _; simp [chain]
    | succ j ih =>
      intro hj
      rw [pow_succ', ← Matrix.mulVec_mulVec, ih (by omega), hA j (by omega)]
      exact if_pos (by omega)
  refine ⟨A, b, charpoly_eq A b hb hp χ hχ hd ?_, fun k hk => ?_⟩
  · rw [pow_succ', ← Matrix.mulVec_mulVec, hp m le_rfl, hA m le_rfl]
    exact if_neg (lt_irrefl m)
  · have h := isLeast_tail A b k fun i hi => hp (i + 1) (by omega)
    rwa [htail k hk, Real.sqrt_sq (hm.le.trans (hf hk))] at h

end

end GMRESAnyCurve
```

In words: for every $m$, every nonincreasing $f$ with $f_m>0$ and every real monic $\chi$ of degree $m+1$, there are a real matrix $A$ and a vector $b$ such that $A$ has characteristic polynomial $\chi$ and the least residual norm over $K_k(A,b)$ is $f_k$ for all $k\le m$.

The hypotheses have plain meanings. `Antitone f` says that the residuals never grow, as they cannot when each search space contains the previous one. Lean takes $f$ as an infinite sequence; a finite list can be continued by repeating $f_m$. The condition `0 < f m` says that the residual does not reach exactly zero before step $n$. Prescribing $\chi$ prescribes the eigenvalues with multiplicity, where non-real ones come in conjugate pairs.

The proof assembles the parts. Take $b$ from `exists_rhs`, and let `exists_matrix` supply an $A$ with
$$b\mapsto e_0\mapsto e_1\mapsto\dots\mapsto e_{m-1}\mapsto-\sum_{i\le m}\chi_i v_i .$$
Induction on $j$ gives $A^jb=v_j$ for $j\le m$, which is `hp`. Then `charpoly_eq` yields the eigenvalues, and `isLeast_tail` with the telescoped sum yields $\sqrt{f_k^2}=f_k$.

The constant term $\chi(0)$ may be zero, in which case $A$ is singular. The theorem ends at $k=m=n-1$; that an invertible $A$ reaches residual zero at step $n$ is a familiar fact which the code above leaves unproved.

## A two-by-two case and a running solver

For $m=0$ the matrix is a single number, the root of $\chi$, and the curve is just $f_0=|b|$. The first case with an actual step is $m=1$. Take $f_0=f_1=1$ and $\chi(z)=(z-1)^2$. The construction gives
$$b=\begin{pmatrix}0\\1\end{pmatrix},\qquad A=\begin{pmatrix}2&1\\-1&0\end{pmatrix},\qquad Ab=\begin{pmatrix}1\\0\end{pmatrix}.$$
Both eigenvalues equal 1, yet the first step gains nothing, because $Ab$ is orthogonal to $b$.

In a calculation, GMRES builds an orthonormal basis of the Krylov space by the Arnoldi process, one product with $A$ per step, and solves a least-squares problem with a $(k+1)\times k$ Hessenberg matrix. The minimum of that small problem is the residual norm printed at step $k$, and it plays the role of $f_k$. Identifying the two is the step from the model to a program: it assumes a start from $x=0$, no preconditioner, no restarts, no rounding, and a printed norm that has not been divided by $\|b\|$.

Real nonsymmetric linear systems occur, for example, in coupled-cluster response theory. For a general finite real matrix, knowing the eigenvalues alone does not predict the residual curve before step $n$; the $A$ built here is not derived from any Hamiltonian. Nor is it symmetric in general, and for symmetric matrices the eigenvalues do give bounds on the residual.

```lean
#print axioms GMRESAnyCurve.any_convergence_curve
```

```
'GMRESAnyCurve.any_convergence_curve' depends on axioms: [propext, Classical.choice, Quot.sound]
```
